# A perfect-pairing product of geminals is a pair coupled-cluster state

Electron pairs can be given an algebra of their own by postulate, or they can be built from electrons. Here they are built: a pair creator is a product of two fermion creation operators with opposite spin, and every pair relation used below is derived from the fermionic ones. The result concerns $K$ pairs, each with a bonding orbital $g_k$ and an antibonding orbital $u_k$. The $g_k$ are distinct, and no $u_i$ equals any $g_j$. Each pair is described by a geminal, a combination of the pair in $g_k$ and the pair in $u_k$, in which the coefficient of the pair in $g_k$ is not zero. The product of the geminals then equals a pair coupled-cluster state up to a constant factor.

## Electrons, pairs and states

```lean
import Mathlib

open Finset

namespace PerfectPairing

noncomputable section

variable {Orb : Type*}
```

`Orb` is the set of spatial orbitals. It may be any type, finite or infinite.

```lean
/-- Fermionic Fock space over the spin orbitals `(p, σ)`, with `σ = true` for spin up. -/
abbrev Fock (Orb : Type*) := ExteriorAlgebra ℂ (Orb × Bool →₀ ℂ)
```

A spin orbital is a pair $(p,\sigma)$. Fock space is the exterior algebra over the spin orbitals, so antisymmetry is built in, and the vacuum $|0\rangle$ is the element `1`. If `Orb` is infinite, this is the algebraic Fock space of finite combinations, without the Hilbert-space completion.

```lean
/-- Creation of an electron in a spin orbital. -/
def cre (x : Orb × Bool) : Module.End ℂ (Fock Orb) :=
  LinearMap.mulLeft ℂ (ExteriorAlgebra.ι ℂ (Finsupp.single x (1 : ℂ)))
```

The creator $c_x^\dagger$ is the wedge product with the basis vector $e_x$. `Module.End ℂ` is the type of linear operators, and `*` between operators is composition.

```lean
/-- Annihilation of an electron in a spin orbital. -/
def ann (x : Orb × Bool) : Module.End ℂ (Fock Orb) :=
  CliffordAlgebra.contractLeft (Finsupp.lapply x : Module.Dual ℂ (Orb × Bool →₀ ℂ))
```

The annihilator $c_x$ contracts with the coordinate functional of $x$. This treats the orbitals as orthonormal, although no inner product is introduced.

```lean
/-- The pair creation operator of a spatial orbital. -/
def pairCre (p : Orb) : Module.End ℂ (Fock Orb) := cre (p, true) * cre (p, false)
```

This is $P_p^+=c_{p\uparrow}^\dagger c_{p\downarrow}^\dagger$.

```lean
/-- The pair annihilation operator of a spatial orbital. -/
def pairAnn (p : Orb) : Module.End ℂ (Fock Orb) := ann (p, false) * ann (p, true)
```

This is $P_p=c_{p\downarrow}c_{p\uparrow}$.

```lean
/-- The excitation of pair `k` from `g k` to `u k`, with amplitude `t k`. -/
def pairJump (g u : ℕ → Orb) (t : ℕ → ℂ) (k : ℕ) : Module.End ℂ (Fock Orb) :=
  t k • (pairCre (u k) * pairAnn (g k))
```

The excitation of pair $k$ is $\tau_k=t_kP^+_{u_k}P_{g_k}$, with a complex amplitude $t_k$. The symbol `•` is multiplication by a scalar.

```lean
/-- The cluster operator `T` of the first `K` pairs. -/
def cluster (g u : ℕ → Orb) (t : ℕ → ℂ) (K : ℕ) : Module.End ℂ (Fock Orb) :=
  ∑ k ∈ range K, pairJump g u t k
```

The cluster operator is $T_K=\sum_{k<K}\tau_k$. Lean counts from zero, so the pairs are $0,\dots,K-1$.

```lean
/-- The closed-shell reference: the orbitals `g 0, …, g (K-1)` are filled on the vacuum. -/
def reference (g : ℕ → Orb) : ℕ → Fock Orb
  | 0 => 1
  | k + 1 => pairCre (g k) (reference g k)
```

The reference obeys $\Phi_0=|0\rangle$ and $\Phi_{k+1}=P^+_{g_k}\Phi_k$.

```lean
/-- The GVB product of geminals `a k P⁺(g k) + b k P⁺(u k)` on the vacuum. -/
def gvb (g u : ℕ → Orb) (a b : ℕ → ℂ) : ℕ → Fock Orb
  | 0 => 1
  | k + 1 => (a k • pairCre (g k) + b k • pairCre (u k)) (gvb g u a b k)
```

This is the perfect-pairing form of the generalised valence bond (GVB) wavefunction, with one geminal $a_kP^+_{g_k}+b_kP^+_{u_k}$ per pair. A general GVB wavefunction also allows other spin couplings, which are not treated here.

```lean
/-- The perfect-pairing product of geminals `P⁺(g k) + t k P⁺(u k)` on the vacuum. -/
def perfectPairing (g u : ℕ → Orb) (t : ℕ → ℂ) : ℕ → Fock Orb
  | 0 => 1
  | k + 1 => (pairCre (g k) + t k • pairCre (u k)) (perfectPairing g u t k)
```

The perfect-pairing state $\Psi_K$ has $a_k=1$ and $b_k=t_k$. In general it is not normalised. If all the $g_k$ and $u_k$ are distinct and orthonormal, dividing by $\prod_{k<K}\sqrt{1+|t_k|^2}$ normalises it.

```lean
/-- The exponential series up to and including order `N`. -/
def truncExp {A : Type*} [Ring A] [Algebra ℂ A] (N : ℕ) (X : A) : A :=
  ∑ m ∈ range (N + 1), ((Nat.factorial m : ℂ)⁻¹) • X ^ m
```

This is $E_N(X)=\sum_{m=0}^N X^m/m!$, a finite sum that raises no question of convergence.

## From electron signs to pair relations

```lean
/-- The canonical anticommutation relations of the electron operators. -/
theorem anticommutation (x y : Orb × Bool) :
    cre x * cre y = -(cre y * cre x) ∧ ann x * ann y = -(ann y * ann x) ∧
    ann x * cre x = 1 - cre x * ann x ∧ (x ≠ y → ann x * cre y = -(cre y * ann x)) := by
  have key : ∀ (z : Orb × Bool) (ψ : Fock Orb),
      ann x (cre z ψ) = (Finsupp.single z (1 : ℂ)) x • ψ - cre z (ann x ψ) := fun z ψ =>
    CliffordAlgebra.contractLeft_ι_mul (Q := (0 : QuadraticForm ℂ (Orb × Bool →₀ ℂ)))
      (Finsupp.lapply x : Module.Dual ℂ (Orb × Bool →₀ ℂ)) (Finsupp.single z 1) ψ
  refine ⟨LinearMap.ext fun ψ => ?_, LinearMap.ext fun ψ => ?_,
    LinearMap.ext fun ψ => ?_, fun hxy => LinearMap.ext fun ψ => ?_⟩
  · have h := eq_neg_of_add_eq_zero_left (ExteriorAlgebra.ι_add_mul_swap (R := ℂ)
      (Finsupp.single x (1 : ℂ)) (Finsupp.single y (1 : ℂ)))
    have h' := congrArg (fun z => z * ψ) h
    simp only [neg_mul, mul_assoc] at h'
    exact h'
  · exact CliffordAlgebra.contractLeft_comm _ _ ψ
  · have h := key x ψ
    rw [Finsupp.single_eq_same, one_smul] at h
    exact h
  · classical
    have h := key y ψ
    rw [Finsupp.single_apply, if_neg hxy.symm, zero_smul, zero_sub] at h
    exact h
```

Contraction obeys $c_x(e_z\wedge\psi)=\delta_{xz}\psi-e_z\wedge c_x\psi$, which is `key` in the proof. Taking $z=x$ and $z\neq x$ gives the two mixed relations. The other two are the antisymmetry of the wedge product and of repeated contraction.

```lean
/-- An operator that anticommutes with two others commutes with their product. -/
theorem commute_mul_of_anticommute {A : Type*} [Ring A] (a c d : A)
    (h1 : a * c = -(c * a)) (h2 : a * d = -(d * a)) : Commute a (c * d) := by
  change a * (c * d) = c * d * a
  rw [← mul_assoc, h1, neg_mul, mul_assoc, h2, mul_neg, neg_neg, mul_assoc]
```

If $a$ anticommutes with $c$ and $d$, then $acd=-cad=cda$: two signs cancel.

```lean
/-- Pair creators commute and square to zero, pair annihilators commute, and annihilators
commute with the pair creator of a different orbital. -/
theorem pair_relations (p q : Orb) :
    Commute (pairCre p) (pairCre q) ∧ Commute (pairAnn p) (pairAnn q) ∧
    pairCre p * pairCre p = 0 ∧
    (p ≠ q → (∀ s, Commute (ann (p, s)) (pairCre q)) ∧ Commute (pairAnn p) (pairCre q)) := by
  -- moving an operator past two others that it anticommutes with costs two signs, which cancel
  have key : ∀ a c d : Module.End ℂ (Fock Orb), a * c = -(c * a) → a * d = -(d * a) →
      Commute a (c * d) :=
    fun a c d h1 h2 => commute_mul_of_anticommute a c d h1 h2
  have hc : ∀ x (r : Orb), Commute (cre x) (pairCre r) := fun x r =>
    key _ _ _ (anticommutation x _).1 (anticommutation x _).1
  have ha : ∀ x, Commute (ann x) (pairAnn q) := fun x =>
    key _ _ _ (anticommutation x _).2.1 (anticommutation x _).2.1
  refine ⟨(hc _ q).mul_left (hc _ q), (ha _).mul_left (ha _), ?_, fun hpq => ?_⟩
  · have hsq : cre (p, false) * cre (p, false) = 0 := LinearMap.ext fun ψ => by
      change ExteriorAlgebra.ι ℂ (Finsupp.single (p, false) (1 : ℂ)) *
        (ExteriorAlgebra.ι ℂ (Finsupp.single (p, false) (1 : ℂ)) * ψ) = 0
      rw [← mul_assoc, ExteriorAlgebra.ι_sq_zero, zero_mul]
    have h := (hc (p, false) p).eq
    unfold pairCre at h ⊢
    rw [mul_assoc, h, mul_assoc, hsq, mul_zero, mul_zero]
  · have h : ∀ s, Commute (ann (p, s)) (pairCre q) := fun s =>
      key _ _ _ ((anticommutation _ _).2.2.2 fun e => hpq (congrArg Prod.fst e))
        ((anticommutation _ _).2.2.2 fun e => hpq (congrArg Prod.fst e))
    exact ⟨h, (h _).mul_left (h _)⟩
```

An electron creator therefore commutes with every $P_q^+$, and so pair creators commute with one another. Pair annihilators do so for the same reason. Moving $c^\dagger_{p\downarrow}$ through a pair gives
$$P_p^+P_p^+=c^\dagger_{p\uparrow}c^\dagger_{p\uparrow}c^\dagger_{p\downarrow}c^\dagger_{p\downarrow}=0.$$
For $p\neq q$, both $c_{p\sigma}$ and $P_p$ commute with $P_q^+$.

```lean
/-- Creating and then annihilating a pair in an orbital absent from the reference
restores the reference. -/
theorem pairAnn_pairCre_reference (g : ℕ → Orb) (K : ℕ) (p : Orb) (hp : ∀ j < K, g j ≠ p) :
    pairAnn p (pairCre p (reference g K)) = reference g K := by
  have empty : ∀ s, ann (p, s) (reference g K) = 0 := by
    intro s
    induction K with
    | zero =>
      unfold ann reference
      rw [CliffordAlgebra.contractLeft_one]
    | succ K ih =>
      have h := LinearMap.congr_fun
        (((pair_relations p (g K)).2.2.2 (hp K (by omega)).symm).1 s).eq (reference g K)
      refine h.trans ?_
      change pairCre (g K) (ann (p, s) (reference g K)) = 0
      rw [ih fun j hj => hp j (by omega), map_zero]
  generalize reference g K = ψ at empty ⊢
  have h1 : ann (p, true) (cre (p, true) (cre (p, false) ψ)) =
      cre (p, false) ψ - cre (p, true) (ann (p, true) (cre (p, false) ψ)) :=
    LinearMap.congr_fun (anticommutation (p, true) (p, true)).2.2.1 _
  have h2 : ann (p, true) (cre (p, false) ψ) = -(cre (p, false) (ann (p, true) ψ)) :=
    LinearMap.congr_fun ((anticommutation (p, true) (p, false)).2.2.2 (by simp)) ψ
  have h3 : ann (p, false) (cre (p, false) ψ) = ψ - cre (p, false) (ann (p, false) ψ) :=
    LinearMap.congr_fun (anticommutation (p, false) (p, false)).2.2.1 ψ
  change ann (p, false) (ann (p, true) (cre (p, true) (cre (p, false) ψ))) = ψ
  rw [h1, h2, empty, map_zero, neg_zero, map_zero, sub_zero, h3, empty, map_zero, sub_zero]
```

Let $p$ be absent from $\Phi_K$. By induction, $c_{p\sigma}$ passes through every pair creator and annihilates the vacuum, so $c_{p\sigma}\Phi_K=0$. Then
$$c_{p\uparrow}c^\dagger_{p\uparrow}c^\dagger_{p\downarrow}\Phi_K=c^\dagger_{p\downarrow}\Phi_K+c^\dagger_{p\uparrow}c^\dagger_{p\downarrow}c_{p\uparrow}\Phi_K=c^\dagger_{p\downarrow}\Phi_K,$$
and $c_{p\downarrow}c^\dagger_{p\downarrow}\Phi_K=\Phi_K$. Hence $P_pP_p^+\Phi_K=\Phi_K$.

The relation $P_pP_p^+=1$ is not an operator identity. In fact $P_pP_p^+=(1-n_{p\uparrow})(1-n_{p\downarrow})$, with $n_{p\sigma}=c^\dagger_{p\sigma}c_{p\sigma}$, which acts as the identity only where $p$ is empty.

## The exponential gains one factor per pair

```lean
/-- Adding a commuting excitation of square zero to `X` adds one term to each positive power. -/
theorem pow_add_jump {A : Type*} [Ring A] [Algebra ℂ A] (X τ : A) (h : Commute X τ)
    (hτ : τ * τ = 0) (m : ℕ) :
    (X + τ) ^ (m + 1) = X ^ (m + 1) + ((m : ℂ) + 1) • (X ^ m * τ) := by
  induction m with
  | zero => simp
  | succ m ih =>
    have e1 : X ^ m * τ * X = X ^ (m + 1) * τ := by
      rw [mul_assoc, ← h.eq, ← mul_assoc, ← pow_succ]
    have e2 : X ^ m * τ * τ = 0 := by rw [mul_assoc, hτ, mul_zero]
    rw [pow_succ (X + τ) (m + 1), ih, mul_add, add_mul, add_mul, smul_mul_assoc,
      smul_mul_assoc, e1, e2, smul_zero, pow_succ X (m + 1)]
    push_cast
    module
```

Let $X$ and $\tau$ commute, with $\tau^2=0$. Then $(X+\tau)^{m+1}=X^{m+1}+(m+1)X^m\tau$. For the induction step, multiply by $X+\tau$: the term with $\tau^2$ drops out, and the coefficient of $X^{m+1}\tau$ becomes $m+2$.

```lean
/-- The truncated exponential of `X + τ`, for a commuting excitation `τ` of square zero. -/
theorem truncExp_add_jump {A : Type*} [Ring A] [Algebra ℂ A] (X τ : A) (h : Commute X τ)
    (hτ : τ * τ = 0) (N : ℕ) :
    truncExp (N + 1) (X + τ) = truncExp (N + 1) X + truncExp N X * τ := by
  have hs : ∀ (n : ℕ) (Y : A), truncExp (n + 1) Y =
      truncExp n Y + ((Nat.factorial (n + 1) : ℂ)⁻¹) • Y ^ (n + 1) :=
    fun n Y => Finset.sum_range_succ _ _
  have hf : ∀ n : ℕ, (Nat.factorial (n + 1) : ℂ)⁻¹ * ((n : ℂ) + 1) =
      (Nat.factorial n : ℂ)⁻¹ := by
    intro n
    have h2 : (n : ℂ) + 1 ≠ 0 := Nat.cast_add_one_ne_zero n
    rw [Nat.factorial_succ, Nat.cast_mul, Nat.cast_add, Nat.cast_one, mul_inv,
      mul_right_comm, inv_mul_cancel₀ h2, one_mul]
  induction N with
  | zero => simp [truncExp, Finset.sum_range_succ, add_assoc]
  | succ N ih =>
    rw [hs (N + 1) (X + τ), ih, pow_add_jump X τ h hτ, hs (N + 1) X, hs N X, add_mul,
      smul_mul_assoc, smul_add, smul_smul, hf]
    abel
```

Divide by $(m+1)!$ and sum. Since $(m+1)/(m+1)!=1/m!$,
$$E_{N+1}(X+\tau)=E_{N+1}(X)+E_N(X)\,\tau.$$
The fact `hf` is this cancellation of factorials.

```lean
/-- If no `u i` equals any `g j`, the excitation of the next pair commutes with the cluster operator
of the earlier pairs and squares to zero. -/
theorem jump_relations (g u : ℕ → Orb) (t : ℕ → ℂ) (K : ℕ)
    (hu : ∀ i < K + 1, ∀ j < K + 1, u i ≠ g j) :
    Commute (cluster g u t K) (pairJump g u t K) ∧
    pairJump g u t K * pairJump g u t K = 0 := by
  have hDC : ∀ i < K + 1, ∀ j < K + 1, Commute (pairAnn (g j)) (pairCre (u i)) :=
    fun i hi j hj => ((pair_relations (g j) (u i)).2.2.2 (hu i hi j hj).symm).2
  constructor
  · refine Commute.sum_left _ _ _ fun j hj => ?_
    have hj' : j < K + 1 := by have := Finset.mem_range.1 hj; omega
    have hK : K < K + 1 := by omega
    exact ((((pair_relations _ _).1.mul_right (hDC j hj' K hK).symm).mul_left
      ((hDC K hK j hj').mul_right (pair_relations _ _).2.1)).smul_left _).smul_right _
  · unfold pairJump
    rw [smul_mul_smul_comm, (hDC K (by omega) K (by omega)).mul_mul_mul_comm,
      (pair_relations (u K) (u K)).2.2.1, zero_mul, smul_zero]
```

Because no $u_i$ equals any $g_j$, all the pair operators inside $T_K$ and $\tau_K$ commute. Thus $\tau_K$ commutes with $T_K$, and $\tau_K^2=t_K^2(P^+_{u_K})^2(P_{g_K})^2=0$.

```lean
/-- If no `u i` equals any `g j`, the cluster operator of `K` pairs vanishes at power `K + 1`. -/
theorem cluster_pow_eq_zero (g u : ℕ → Orb) (t : ℕ → ℂ) (K : ℕ)
    (hu : ∀ i < K, ∀ j < K, u i ≠ g j) : cluster g u t K ^ (K + 1) = 0 := by
  induction K with
  | zero => simp [cluster]
  | succ K ih =>
    obtain ⟨hc, hsq⟩ := jump_relations g u t K hu
    have hT : cluster g u t (K + 1) = cluster g u t K + pairJump g u t K :=
      Finset.sum_range_succ _ _
    have h0 := ih fun i hi j hj => hu i (by omega) j (by omega)
    rw [hT, pow_add_jump _ _ hc hsq, pow_succ _ (K + 1), h0, zero_mul, zero_mul, smul_zero,
      add_zero]
```

$T_0=0$, and if $T_K^{K+1}=0$ then
$$T_{K+1}^{K+2}=T_K^{K+2}+(K+2)T_K^{K+1}\tau_K=0.$$
$K$ pairs can be excited at most $K$ times.

## The product and the exponential agree

```lean
/-- For distinct `g k`, none equal to any `u i`, the perfect-pairing product of `K` geminals on the
vacuum equals the exponential series of `T`, up to any order `N ≥ K`, on the closed-shell reference.
-/
theorem perfectPairing_eq_pairCC (g u : ℕ → Orb) (t : ℕ → ℂ) (K N : ℕ) (hN : K ≤ N)
    (hg : ∀ i < K, ∀ j < K, g i = g j → i = j) (hu : ∀ i < K, ∀ j < K, u i ≠ g j) :
    perfectPairing g u t K = truncExp N (cluster g u t K) (reference g K) := by
  -- orders above `K` do not contribute
  have stable : ∀ L, (∀ i < L, ∀ j < L, u i ≠ g j) → ∀ d,
      truncExp (L + d) (cluster g u t L) = truncExp L (cluster g u t L) := by
    intro L hL d
    induction d with
    | zero => rfl
    | succ d ih =>
      rw [← ih]
      unfold truncExp
      rw [← add_assoc, Finset.sum_range_succ _ (L + d + 1),
        pow_eq_zero_of_le (by omega) (cluster_pow_eq_zero g u t L hL), smul_zero, add_zero]
  obtain ⟨d, rfl⟩ := Nat.exists_eq_add_of_le hN
  rw [stable K hu d]
  clear hN
  induction K with
  | zero => simp [truncExp, cluster, reference, perfectPairing]
  | succ K ih =>
    have hu' : ∀ i < K, ∀ j < K, u i ≠ g j := fun i hi j hj => hu i (by omega) j (by omega)
    have ih' := ih (fun i hi j hj => hg i (by omega) j (by omega)) hu'
    obtain ⟨hc, hsq⟩ := jump_relations g u t K hu
    have hT : cluster g u t (K + 1) = cluster g u t K + pairJump g u t K :=
      Finset.sum_range_succ _ _
    have hgK : ∀ j < K, g j ≠ g K := fun j hj e => by
      have := hg j (by omega) K (by omega) e
      omega
    have huK : ∀ j < K, g j ≠ u K := fun j hj => (hu K (by omega) j (by omega)).symm
    -- the exponential of the earlier pairs commutes with the new geminal
    have comm : ∀ p, (∀ j < K, g j ≠ p) → ∀ ψ,
        truncExp K (cluster g u t K) (pairCre p ψ) =
          pairCre p (truncExp K (cluster g u t K) ψ) := by
      intro p hp ψ
      have h1 : Commute (cluster g u t K) (pairCre p) :=
        Commute.sum_left _ _ _ fun j hj => ((pair_relations (u j) p).1.mul_left
          ((pair_relations (g j) p).2.2.2 (hp j (Finset.mem_range.1 hj))).2).smul_left _
      have h2 : Commute (truncExp K (cluster g u t K)) (pairCre p) :=
        Commute.sum_left _ _ _ fun m _ => (h1.pow_left m).smul_left _
      exact LinearMap.congr_fun h2.eq ψ
    -- the new excitation moves the pair from `g K` to `u K`
    have hj : pairJump g u t K (pairCre (g K) (reference g K)) =
        t K • pairCre (u K) (reference g K) := by
      change t K • pairCre (u K) (pairAnn (g K) (pairCre (g K) (reference g K))) = _
      rw [pairAnn_pairCre_reference g K (g K) hgK]
    rw [hT, truncExp_add_jump _ _ hc hsq, stable K hu' 1]
    change pairCre (g K) (perfectPairing g u t K) +
        t K • pairCre (u K) (perfectPairing g u t K) =
      truncExp K (cluster g u t K) (pairCre (g K) (reference g K)) +
        truncExp K (cluster g u t K) (pairJump g u t K (pairCre (g K) (reference g K)))
    rw [hj, map_smul, comm _ hgK, comm _ huK, ih']
```

In words: for every $N\ge K$, $\Psi_K=E_N(T_K)\Phi_K$. The hypothesis `hg` says that the $g_k$ are distinct, and `hu` keeps the $u_i$ away from the $g_j$. The usual perfect-pairing wavefunction also has distinct $u_k$, so that no two geminals share an orbital; the theorem does not need this.

The step `stable` removes the orders above $K$, which vanish. So $E_N(T_K)$ is the full exponential $e^{T_K}$, not an approximation to it, and $e^{T_K}\Phi_K$ is the pair coupled-cluster state. For $K=0$ both sides are the vacuum. For the next pair, the previous results give
$$E_{K+1}(T_{K+1})=E_K(T_K)(1+\tau_K).$$
The fact `hj` is $\tau_KP^+_{g_K}\Phi_K=t_KP^+_{u_K}\Phi_K$, so
$$E_{K+1}(T_{K+1})\Phi_{K+1}=E_K(T_K)\,(P^+_{g_K}+t_KP^+_{u_K})\,\Phi_K.$$
No earlier $g_j$ equals $g_K$ or $u_K$, so $E_K(T_K)$ commutes with this geminal (`comm`). The induction hypothesis turns $E_K(T_K)\Phi_K$ into $\Psi_K$, and the geminal acting on $\Psi_K$ is $\Psi_{K+1}$.

For electronic structure, this lets a perfect-pairing wavefunction with one amplitude per pair be written in coupled-cluster form. General pair coupled cluster also has amplitudes for moving a pair from $g_i$ to $u_j$ with $i\neq j$; they are absent here. The theorem is an identity between states at given amplitudes and orbitals: no Hamiltonian enters, and nothing is said about whether projected and variational equations select the same amplitudes.

```lean
/-- For distinct `g k`, none equal to any `u i`, a perfect-pairing GVB product with nonzero
coefficients `a k` is the product of the `a k` times the pair coupled-cluster state with amplitudes
`b k / a k`. -/
theorem gvb_eq_pairCC (g u : ℕ → Orb) (a b : ℕ → ℂ) (K : ℕ) (ha : ∀ k < K, a k ≠ 0)
    (hg : ∀ i < K, ∀ j < K, g i = g j → i = j) (hu : ∀ i < K, ∀ j < K, u i ≠ g j) :
    gvb g u a b K = (∏ k ∈ range K, a k) •
      truncExp K (cluster g u (fun k => b k / a k) K) (reference g K) := by
  rw [← perfectPairing_eq_pairCC g u _ K K le_rfl hg hu]
  clear hg hu
  induction K with
  | zero => simp [gvb, perfectPairing]
  | succ K ih =>
    have ih' := ih fun k hk => ha k (by omega)
    have hb : b K = a K * (b K / a K) := (mul_div_cancel₀ (b K) (ha K (by omega))).symm
    simp only [gvb, perfectPairing, ih', Finset.prod_range_succ, LinearMap.add_apply,
      LinearMap.smul_apply, map_smul]
    generalize b K / a K = c at hb ⊢
    rw [hb]
    module

end

end PerfectPairing
```

When every $a_k\neq0$, write $a_kP^+_{g_k}+b_kP^+_{u_k}=a_k\bigl(P^+_{g_k}+(b_k/a_k)P^+_{u_k}\bigr)$ and collect the prefactors by induction. The GVB state is $\prod_{k<K}a_k$ times the pair coupled-cluster state with $t_k=b_k/a_k$. Physically, the condition says that each geminal keeps some weight on its bonding orbital; as that weight goes to zero at fixed $b_k\neq0$, the amplitude diverges.

```lean
#print axioms PerfectPairing.perfectPairing_eq_pairCC
#print axioms PerfectPairing.gvb_eq_pairCC
```

```
'PerfectPairing.perfectPairing_eq_pairCC' depends on axioms: [propext, Classical.choice, Quot.sound]
'PerfectPairing.gvb_eq_pairCC' depends on axioms: [propext, Classical.choice, Quot.sound]
```
